# The power spectrum of a finite real sequence is the cosine sum of its autocorrelations

The theorem `powerSpectrum_eq` is a finite form of the Wiener-Khinchin identity, for real amplitudes a_0, …, a_{n−1} on equally spaced sites and a phase θ per site. It says that |Σ_j a_j e^{ijθ}|² equals R(0) + 2 Σ_{k=1}^{n} R(k) cos(kθ), where R(k) is the sum of the products a_i a_{i+k} with both sites among the first n. The shifts don't wrap round the end, nothing is divided by n or otherwise normalised, and the last term, R(n), is zero. The proof writes the squared modulus as the square of a cosine sum plus the square of a sine sum, then goes by induction on n. At each step it must show that the terms a new site adds to the autocorrelations are its interference with the old sites, and for this it reverses the order of a sum.

This version doesn't compile in Lean 4 with Mathlib:

```lean
import Mathlib

open Finset

namespace PowerSpectrumEq

noncomputable section

/-- Aperiodic autocorrelation at shift `k` of the first `n` entries of a real sequence. -/
def autocorr (n : ℕ) (a : ℕ → ℝ) (k : ℕ) : ℝ :=
  ∑ i ∈ range (n - k), a i * a (i + k)

/-- Squared modulus of the Fourier sum of the first `n` entries at wave number `θ`. -/
def powerSpectrum (n : ℕ) (a : ℕ → ℝ) (θ : ℝ) : ℝ :=
  ‖∑ j ∈ range n, (a j : ℂ) * Complex.exp (((j * θ : ℝ) : ℂ) * Complex.I)‖ ^ 2

/-- Finite Wiener-Khinchin identity: the power spectrum is the cosine sum of the
autocorrelations. -/
theorem powerSpectrum_eq (n : ℕ) (a : ℕ → ℝ) (θ : ℝ) :
    powerSpectrum n a θ = autocorr n a 0
      + 2 * ∑ k ∈ range n, autocorr n a (k + 1) * Real.cos ((k + 1) * θ) := by
  -- real and imaginary parts of the Fourier sum
  have hsq : powerSpectrum n a θ = (∑ j ∈ range n, a j * Real.cos (j * θ)) ^ 2
      + (∑ j ∈ range n, a j * Real.sin (j * θ)) ^ 2 := by
    unfold powerSpectrum
    rw [Complex.sq_norm, Complex.normSq_apply, Complex.re_sum, Complex.im_sum]
    simp only [Complex.re_ofReal_mul, Complex.im_ofReal_mul, Complex.exp_ofReal_mul_I_re,
      Complex.exp_ofReal_mul_I_im]
    ring
  rw [hsq]
  clear hsq
  induction n with
  | zero => simp [autocorr]
  | succ n ih =>
    have h0 : autocorr (n + 1) a 0 = autocorr n a 0 + a n * a n := by
      simp [autocorr, Finset.sum_range_succ]
    have hlast : autocorr (n + 1) a (n + 1) = 0 := by simp [autocorr]
    -- the new site adds one product to each autocorrelation
    have hA : ∀ k < n, autocorr (n + 1) a (k + 1)
        = autocorr n a (k + 1) + a (n - 1 - k) * a n := by
      intro k hk
      unfold autocorr
      rw [show n + 1 - (k + 1) = (n - (k + 1)) + 1 by omega, Finset.sum_range_succ,
        show n - (k + 1) + (k + 1) = n by omega, show n - 1 - k = n - (k + 1) by omega]
    have hs : ∑ k ∈ range n, autocorr (n + 1) a (k + 1) * Real.cos ((k + 1) * θ)
        = ∑ k ∈ range n, autocorr n a (k + 1) * Real.cos ((k + 1) * θ)
          + ∑ k ∈ range n, a (n - 1 - k) * a n * Real.cos ((k + 1) * θ) := by
      rw [← Finset.sum_add_distrib]
      refine Finset.sum_congr rfl fun k hk => ?_
      rw [hA k (Finset.mem_range.mp hk)]
      ring
    -- interference of the new site with the old ones
    have hX : ∑ k ∈ range n, a (n - 1 - k) * a n * Real.cos ((k + 1) * θ)
        = a n * (Real.cos (n * θ) * ∑ j ∈ range n, a j * Real.cos (j * θ)
          + Real.sin (n * θ) * ∑ j ∈ range n, a j * Real.sin (j * θ)) := by
      rw [Finset.mul_sum, Finset.mul_sum, ← Finset.sum_add_distrib, Finset.mul_sum,
        ← Finset.sum_range_reflect]
      refine Finset.sum_congr rfl fun k hk => ?_
      have hk' : k < n := Finset.mem_range.mp hk
      have hc : (n : ℝ) = ((n - 1 - k : ℕ) : ℝ) + (k + 1) := by
        exact_mod_cast (show n = (n - 1 - k) + (k + 1) by omega)
      have harg : ((k : ℝ) + 1) * θ = n * θ - ((n - 1 - k : ℕ) : ℝ) * θ := by
        linear_combination (-θ) * hc
      rw [harg, Real.cos_sub]
      ring
    rw [Finset.sum_range_succ, Finset.sum_range_succ, Finset.sum_range_succ, hlast, hs, hX, h0]
    linear_combination ih + a n ^ 2 * Real.sin_sq_add_cos_sq (n * θ)

end

end PowerSpectrumEq
```

The compiler's answer:

```
Main.lean:64:10: error: Tactic `rewrite` failed: Did not find an occurrence of the pattern
  (↑k + 1) * θ
in the target expression
  a (n - 1 - (n - 1 - k)) * a n * Real.cos ((↑(n - 1 - k) + 1) * θ) =
    a n * (Real.cos (↑n * θ) * (a k * Real.cos (↑k * θ)) + Real.sin (↑n * θ) * (a k * Real.sin (↑k * θ)))

a : ℕ → ℝ
θ : ℝ
n : ℕ
ih :
  (∑ j ∈ range n, a j * Real.cos (↑j * θ)) ^ 2 + (∑ j ∈ range n, a j * Real.sin (↑j * θ)) ^ 2 =
    autocorr n a 0 + 2 * ∑ k ∈ range n, autocorr n a (k + 1) * Real.cos ((↑k + 1) * θ)
h0 : autocorr (n + 1) a 0 = autocorr n a 0 + a n * a n
hlast : autocorr (n + 1) a (n + 1) = 0
hA : ∀ k < n, autocorr (n + 1) a (k + 1) = autocorr n a (k + 1) + a (n - 1 - k) * a n
hs :
  ∑ k ∈ range n, autocorr (n + 1) a (k + 1) * Real.cos ((↑k + 1) * θ) =
    ∑ k ∈ range n, autocorr n a (k + 1) * Real.cos ((↑k + 1) * θ) +
      ∑ k ∈ range n, a (n - 1 - k) * a n * Real.cos ((↑k + 1) * θ)
k : ℕ
hk : k ∈ range n
hk' : k < n
hc : ↑n = ↑(n - 1 - k) + (↑k + 1)
harg : (↑k + 1) * θ = ↑n * θ - ↑(n - 1 - k) * θ
⊢ a (n - 1 - (n - 1 - k)) * a n * Real.cos ((↑(n - 1 - k) + 1) * θ) =
    a n * (Real.cos (↑n * θ) * (a k * Real.cos (↑k * θ)) + Real.sin (↑n * θ) * (a k * Real.sin (↑k * θ)))
```

What went wrong. The one error is a failed rewrite in the proof of `hX`, the interference step. `harg` rewrites `(↑k + 1) * θ`, but the goal has no such term: its cosine holds `(↑(n - 1 - k) + 1) * θ`.

The cause is the earlier `← Finset.sum_range_reflect`, which replaces the index `k` by `n - 1 - k` in a sum. With no arguments given, it acted on the left-hand sum, while `harg` was written as if the right-hand one had been reversed.

The repair keeps the reversal and restates `harg` for the angle that is there, as `(↑(n - 1 - k) + 1) * θ = ↑n * θ - ↑k * θ`. The old `linear_combination` still proves it from `hc`. `Real.cos_sub` can then expand the cosine into the products on the right.

The reversal also left `a (n - 1 - (n - 1 - k))` where the right side has `a k`. Subtraction of natural numbers stops at zero, so the two indices agree only because `k < n`, which `ring` doesn't use. The added rewrite, proved by `omega`, makes them the same, and `ring` closes the goal.

Fix (accepted with no message):

```diff
@@ -60,7 +60,7 @@
       have hc : (n : ℝ) = ((n - 1 - k : ℕ) : ℝ) + (k + 1) := by
         exact_mod_cast (show n = (n - 1 - k) + (k + 1) by omega)
-      have harg : ((k : ℝ) + 1) * θ = n * θ - ((n - 1 - k : ℕ) : ℝ) * θ := by
+      have harg : (((n - 1 - k : ℕ) : ℝ) + 1) * θ = n * θ - k * θ := by
         linear_combination (-θ) * hc
-      rw [harg, Real.cos_sub]
+      rw [show n - 1 - (n - 1 - k) = k by omega, harg, Real.cos_sub]
       ring
     rw [Finset.sum_range_succ, Finset.sum_range_succ, Finset.sum_range_succ, hlast, hs, hX, h0]
```
